# The 1/z Tail of a Finite Fermionic Green's Function and the Completeness of Its Dyson Amplitudes

The annihilation operators can be built explicitly on a Fock space, or they can be any matrices that obey an anticommutation relation. The second choice is made here. States are vectors in a finite-dimensional complex space, operators are square matrices on it, and the $a_i$ are a family of matrices with

$$a_i a_j^* + a_j^* a_i = \delta_{ij},$$

where $a_j^*$ is the conjugate transpose of $a_j$. For such a family, a unit vector $\psi$, a matrix $H$ and a real number $E$, the one-particle Green's function is

$$G_{ij}(z) = \langle\psi, a_i (z+E-H)^{-1} a_j^*\psi\rangle + \langle\psi, a_j^* (z-E+H)^{-1} a_i\psi\rangle .$$

This is the usual Green's function of the state $\psi$ when $H$ is a Hermitian Hamiltonian and $H\psi=E\psi$. Two results follow from the anticommutation relation, and neither needs these two conditions. First, $zG_{ij}(z)\to\delta_{ij}$ as $|z|\to\infty$, in particular along $z=iy$ with $y\to\infty$. Second, for any orthonormal basis $\varphi_k$, the amplitudes $\langle\psi,a_i\varphi_k\rangle$ and $\langle\psi,a_i^*\varphi_k\rangle$, which are the Dyson amplitudes when $\psi$ and the $\varphi_k$ are eigenstates of the Hamiltonian, satisfy $\sum_k\big(\langle\psi,a_i\varphi_k\rangle\overline{\langle\psi,a_j\varphi_k\rangle}+\langle\psi,a_j^*\varphi_k\rangle\overline{\langle\psi,a_i^*\varphi_k\rangle}\big)=\delta_{ij}$.

For a Green's function computed in a finite set of orthonormal spin orbitals, this gives a check on the numerical data: the leading tail on the imaginary axis must be $\delta_{ij}/(iy)$, whatever the interaction.

```lean
import Mathlib

open Matrix Filter Topology Bornology

namespace LehmannCompleteness

noncomputable section

variable {n ι : Type*} [Fintype n] [DecidableEq n] [DecidableEq ι]
```

## States, operators and the Green's function

The index type `n` labels the many-body basis states and `ι` labels the one-particle modes. The matrix element $\langle x, Ay\rangle=\sum_p \overline{x_p}\,(Ay)_p$ is conjugate-linear in its first argument.

```lean
/-- The matrix element `⟨x, A y⟩` of an operator between two states. -/
def braket (x : n → ℂ) (A : Matrix n n ℂ) (y : n → ℂ) : ℂ := star x ⬝ᵥ (A *ᵥ y)
```

Fermionic annihilators and creators in orthonormal orbitals obey the relation below. The companion relation $a_ia_j+a_ja_i=0$ is not required, so the theorems hold for a wider class than fermions; even the $1\times1$ matrix $1/\sqrt2$ qualifies as a single $a_i$.

```lean
/-- The anticommutation relation `a_i a_j* + a_j* a_i = δ_ij` between annihilators and creators. -/
def MixedCAR (a : ι → Matrix n n ℂ) : Prop :=
  ∀ i j, a i * (a j)ᴴ + (a j)ᴴ * a i = if i = j then 1 else 0
```

In `greens`, the first term describes the addition of a particle to $\psi$ and the second its removal. The definition accepts any `H`, `ψ` and real `E`. The physical case is a Hermitian $H$ with $H\psi=E\psi$, but none of the theorems below needs the eigenvalue equation for $\psi$. Lean gives a singular matrix the inverse zero, which does not affect the limits, because both matrices are invertible once $|z|$ is large.

```lean
/-- The one-particle Green's function `G_ij(z)` of the state `ψ` with reference energy `E`,
for `z` such that `z + E - H` and `z - E + H` are invertible. -/
def greens (a : ι → Matrix n n ℂ) (H : Matrix n n ℂ) (ψ : n → ℂ) (E : ℝ) (i j : ι) (z : ℂ) : ℂ :=
  braket ψ (a i * ((z + E) • (1 : Matrix n n ℂ) - H)⁻¹ * (a j)ᴴ) ψ
    + braket ψ ((a j)ᴴ * ((z - E) • (1 : Matrix n n ℂ) + H)⁻¹ * a i) ψ
```

## Matrix elements and sums over states

Matrix elements are linear in the operator: $\langle x,(A+cB)y\rangle=\langle x,Ay\rangle+c\,\langle x,By\rangle$. The proof expands both sides into double sums and compares them term by term.

```lean
omit [DecidableEq n] in
/-- Matrix elements are linear in the operator. -/
theorem braket_add_smul (x y : n → ℂ) (A B : Matrix n n ℂ) (c : ℂ) :
    braket x (A + c • B) y = braket x A y + c * braket x B y := by
  simp only [braket, dotProduct, mulVec, Matrix.add_apply, Matrix.smul_apply, smul_eq_mul,
    Finset.mul_sum, ← Finset.sum_add_distrib]
  exact Finset.sum_congr rfl fun p _ => Finset.sum_congr rfl fun q _ => by ring
```

Now let $\varphi_k$ be the columns of a matrix $U$, and let $D$ be diagonal with entries $d_k$. Writing out the product $BUDU^*C^*$ gives

$$\langle\psi, B\,UDU^*\,C^*\psi\rangle=\sum_k \langle\psi,B\varphi_k\rangle\, d_k\,\langle\varphi_k,C^*\psi\rangle,$$

and the last factor is $\langle C\varphi_k,\psi\rangle=\overline{\langle\psi,C\varphi_k\rangle}$. In Lean the column $\varphi_k$ is `Uᵀ k`. The step `hs` proves the conjugation identity, `hreg` regroups the product, and `hl` recognises the left factor. Unitarity of $U$ is not yet used.

```lean
/-- The matrix element `⟨ψ, B U diag(d) U* C* ψ⟩` is the sum of `d_k ⟨ψ, B φ_k⟩ conj ⟨ψ, C φ_k⟩`
over the columns `φ_k` of `U`. -/
theorem spectral_sum (ψ : n → ℂ) (U B C : Matrix n n ℂ) (d : n → ℂ) :
    braket ψ (B * (U * diagonal d * Uᴴ) * Cᴴ) ψ
      = ∑ k, d k * (braket ψ B (Uᵀ k) * star (braket ψ C (Uᵀ k))) := by
  have hs : ∀ k, star (braket ψ C (Uᵀ k)) = ((Uᴴ * Cᴴ) *ᵥ ψ) k := fun k => by
    have h : star (Uᵀ k) ⬝ᵥ (Cᴴ *ᵥ ψ) = star (star ψ ⬝ᵥ (C *ᵥ Uᵀ k)) := by
      rw [Matrix.dotProduct_mulVec (star (Uᵀ k)) Cᴴ ψ, ← Matrix.star_mulVec]
      exact Matrix.star_dotProduct _ _
    rw [← Matrix.mulVec_mulVec]
    exact h.symm
  have hreg : B * (U * diagonal d * Uᴴ) * Cᴴ = (B * U) * (diagonal d * (Uᴴ * Cᴴ)) := by
    simp only [Matrix.mul_assoc]
  rw [hreg, braket, ← Matrix.mulVec_mulVec ψ (B * U) (diagonal d * (Uᴴ * Cᴴ)),
    ← Matrix.mulVec_mulVec ψ (diagonal d) (Uᴴ * Cᴴ),
    Matrix.dotProduct_mulVec (star ψ) (B * U), dotProduct]
  refine Finset.sum_congr rfl fun k _ => ?_
  have hl : (star ψ ᵥ* (B * U)) k = braket ψ B (Uᵀ k) := rfl
  rw [hs k, Matrix.mulVec_diagonal, hl]
  ring
```

## The resolvent far from the spectrum

For $z\neq0$ put $t=1/z$. Then $z-A=z(1-tA)$, so that

$$z(z-A)^{-1}=(1-tA)^{-1}.$$

The inverse on the right is the adjugate of $1-tA$ divided by its determinant. Both are polynomials in $t$, and the determinant equals 1 at $t=0$. The inverse is therefore continuous there, and $z(z-A)^{-1}\to1$ as $|z|\to\infty$.

The filter `cobounded ℂ` expresses $|z|\to\infty$ with no restriction on direction. The continuity is `hF`, the limit $1/z\to0$ is `hi`, and `hR` is the factorisation, valid once $z\ne0$ and the determinant of $1-tA$ is nonzero. The matrix $A$ is arbitrary.

```lean
/-- At large `|z|` the resolvent of any matrix `A` behaves as `1/z`. -/
theorem resolvent_limit (A : Matrix n n ℂ) :
    Tendsto (fun z : ℂ => z • (z • (1 : Matrix n n ℂ) - A)⁻¹) (cobounded ℂ) (𝓝 1) := by
  have hc : Continuous fun t : ℂ => (1 : Matrix n n ℂ) - t • A :=
    continuous_const.sub (continuous_id.smul continuous_const)
  have hd : ((1 : Matrix n n ℂ) - (0 : ℂ) • A).det ≠ 0 := by simp
  -- the inverse is continuous near the identity matrix
  have hF : ContinuousAt (fun t : ℂ => ((1 : Matrix n n ℂ) - t • A)⁻¹) 0 := by
    simp only [Matrix.inv_def, Ring.inverse_eq_inv']
    exact (hc.matrix_det.continuousAt.inv₀ hd).smul hc.matrix_adjugate.continuousAt
  have hi : Tendsto (fun z : ℂ => z⁻¹) (cobounded ℂ) (𝓝 0) := tendsto_inv₀_cobounded
  have h := hF.tendsto.comp hi
  have h1 : ((1 : Matrix n n ℂ) - (0 : ℂ) • A)⁻¹ = 1 := by simp
  simp only [h1] at h
  refine h.congr' ?_
  filter_upwards [hi.eventually (hc.matrix_det.continuousAt.eventually_ne hd),
    eventually_ne_cobounded (0 : ℂ)] with z hu hz
  have hR : (z • (1 : Matrix n n ℂ) - A)⁻¹ = z⁻¹ • ((1 : Matrix n n ℂ) - z⁻¹ • A)⁻¹ := by
    apply Matrix.inv_eq_right_inv
    rw [Matrix.mul_smul, ← Matrix.smul_mul, smul_sub, smul_smul, inv_mul_cancel₀ hz, one_smul]
    exact Matrix.mul_nonsing_inv _ (isUnit_iff_ne_zero.mpr hu)
  show ((1 : Matrix n n ℂ) - z⁻¹ • A)⁻¹ = _
  rw [hR, smul_smul, mul_inv_cancel₀ hz, one_smul]
```

## The limit of $zG_{ij}(z)$

The two matrices inverted in $G$ are $z-(H-E)$ and $z-(E-H)$. Call their inverses $R(z)$ and $S(z)$. By linearity,

$$zG_{ij}(z)=\big\langle\psi,\big[a_i\,(zR(z))\,a_j^*+a_j^*\,(zS(z))\,a_i\big]\psi\big\rangle .$$

Both $zR(z)$ and $zS(z)$ tend to the identity, and the matrix element depends continuously on the operator. Hence

$$zG_{ij}(z)\to\langle\psi,(a_ia_j^*+a_j^*a_i)\psi\rangle=\delta_{ij}\langle\psi,\psi\rangle=\delta_{ij}.$$

The Hamiltonian has disappeared from the limit, and Hermiticity was not needed. How large $|z|$ must be before the tail is visible does depend on $H$ and $E$, and the theorem gives no rate.

In the proof, `hc` is the continuity of the matrix element and `h` combines the two resolvent limits. The step `hδ` evaluates the limit using the norm of $\psi$, `e1` and `e2` rewrite the two matrices, and `key` moves the factor $z$ outside the operator products.

```lean
/-- For fermionic operators and a unit vector `ψ`, `z G_ij(z)` tends to `δ_ij` as `|z|` grows
without bound in the complex plane. -/
theorem greens_high_frequency {a : ι → Matrix n n ℂ} (ha : MixedCAR a) (H : Matrix n n ℂ)
    {ψ : n → ℂ} (hψ : star ψ ⬝ᵥ ψ = 1) (E : ℝ) (i j : ι) :
    Tendsto (fun z => z * greens a H ψ E i j z) (cobounded ℂ) (𝓝 (if i = j then 1 else 0)) := by
  have hc : Continuous fun M : Matrix n n ℂ => braket ψ M ψ := by
    show Continuous fun M : Matrix n n ℂ => ∑ p, star ψ p * ∑ q, M p q * ψ q
    exact continuous_finsetSum _ fun p _ => continuous_const.mul
      (continuous_finsetSum _ fun q _ => (continuous_id.matrix_elem p q).mul continuous_const)
  have h := (hc.tendsto _).comp
    ((((resolvent_limit (H - (E : ℂ) • 1)).const_mul (a i)).mul_const (a j)ᴴ).add
      (((resolvent_limit ((E : ℂ) • 1 - H)).const_mul (a j)ᴴ).mul_const (a i)))
  -- the limit is the expectation of the anticommutator
  have hδ : braket ψ (if i = j then 1 else 0) ψ = if i = j then 1 else 0 := by
    split_ifs <;> simp [braket, hψ]
  simp only [mul_one, ha i j, hδ] at h
  refine h.congr fun z => ?_
  have e1 : (z + E) • (1 : Matrix n n ℂ) - H = z • 1 - (H - (E : ℂ) • 1) := by module
  have e2 : (z - E) • (1 : Matrix n n ℂ) + H = z • 1 - ((E : ℂ) • 1 - H) := by module
  simp only [Function.comp_apply, greens, e1, e2]
  generalize (z • (1 : Matrix n n ℂ) - (H - (E : ℂ) • 1))⁻¹ = R
  generalize (z • (1 : Matrix n n ℂ) - ((E : ℂ) • 1 - H))⁻¹ = S
  have key : a i * (z • R) * (a j)ᴴ + (a j)ᴴ * (z • S) * a i
      = 0 + z • (a i * R * (a j)ᴴ) + z • ((a j)ᴴ * S * a i) := by
    simp only [mul_smul_comm, smul_mul_assoc, zero_add]
  have h0 : braket ψ 0 ψ = 0 := by simp [braket]
  rw [key, braket_add_smul, braket_add_smul, h0]
  ring
```

On the imaginary axis $|iy|=|y|\to\infty$, so the path $z=iy$ leaves every bounded region. Composing it with the previous limit gives the statement for $y\to\infty$.

```lean
/-- Along the imaginary axis `z = iy`, `z G_ij(z)` tends to `δ_ij` as `y → ∞`, for fermionic
operators and a unit vector `ψ`. -/
theorem greens_imaginary_axis {a : ι → Matrix n n ℂ} (ha : MixedCAR a) (H : Matrix n n ℂ)
    {ψ : n → ℂ} (hψ : star ψ ⬝ᵥ ψ = 1) (E : ℝ) (i j : ι) :
    Tendsto (fun y : ℝ => (y * Complex.I) * greens a H ψ E i j (y * Complex.I)) atTop
      (𝓝 (if i = j then 1 else 0)) := by
  have h : Tendsto (fun y : ℝ => (y : ℂ) * Complex.I) atTop (cobounded ℂ) := by
    rw [← tendsto_norm_atTop_iff_cobounded]
    simpa using tendsto_abs_atTop_atTop (G := ℝ)
  exact (greens_high_frequency ha H hψ E i j).comp h
```

## Poles and amplitudes

Suppose now that the $\varphi_k$ form an orthonormal eigenbasis, $H\varphi_k=\varepsilon_k\varphi_k$ with real $\varepsilon_k$. In matrix form this is $U^*U=1$ and $HU=U\,\mathrm{diag}(\varepsilon)$, the hypotheses `hU` and `hH`; together they make $H$ Hermitian.

If a matrix $M$ satisfies $MU=UD$ with all $d_k\neq0$, then

$$M\,(UD^{-1}U^*)=UDD^{-1}U^*=UU^*=1,$$

so $M^{-1}=UD^{-1}U^*$. Applying this to $z+E-H$ and $z-E+H$, and then using the sum over states, gives the Lehmann representation

$$G_{ij}(z)=\sum_k\frac{\langle\psi,a_i\varphi_k\rangle\,\overline{\langle\psi,a_j\varphi_k\rangle}}{z+E-\varepsilon_k}+\sum_k\frac{\langle\psi,a_j^*\varphi_k\rangle\,\overline{\langle\psi,a_i^*\varphi_k\rangle}}{z-E+\varepsilon_k}.$$

When $\psi$ is an eigenvector with energy $E$, the possible poles lie at the addition energies $\varepsilon_k-E$ and the removal energies $E-\varepsilon_k$. The hypotheses `hp` and `hm` keep $z$ away from all of these points, including those where the weight vanishes. Both sums run over the whole basis. For fermionic annihilators, if $\psi$ has $N$ particles and every $\varphi_k$ has a definite particle number, the amplitudes in the first sum vanish unless $\varphi_k$ has $N+1$ particles, and those in the second vanish unless it has $N-1$.

In the proof, `hinv` is the inversion rule, and `r1` and `r2` apply it to the two resolvents.

```lean
omit [DecidableEq ι] in
/-- Lehmann representation: if the columns `φ_k` of `U` are an orthonormal eigenbasis of `H` with
energies `ε_k`, and `z` differs from every `ε_k - E` and every `E - ε_k`, then `G_ij(z)` is the sum
over `k` of `⟨ψ, a_i φ_k⟩ conj ⟨ψ, a_j φ_k⟩ / (z + E - ε_k)` plus the sum over `k` of
`⟨ψ, a_j* φ_k⟩ conj ⟨ψ, a_i* φ_k⟩ / (z - E + ε_k)`. -/
theorem lehmann (a : ι → Matrix n n ℂ) {H U : Matrix n n ℂ} {ε : n → ℝ} (hU : Uᴴ * U = 1)
    (hH : H * U = U * diagonal (fun k => (ε k : ℂ))) (ψ : n → ℂ) (E : ℝ) (i j : ι) {z : ℂ}
    (hp : ∀ k, z + E - ε k ≠ 0) (hm : ∀ k, z - E + ε k ≠ 0) :
    greens a H ψ E i j z
      = ∑ k, braket ψ (a i) (Uᵀ k) * star (braket ψ (a j) (Uᵀ k)) / (z + E - ε k)
      + ∑ k, braket ψ (a j)ᴴ (Uᵀ k) * star (braket ψ (a i)ᴴ (Uᵀ k)) / (z - E + ε k) := by
  -- a matrix diagonal in the basis `U` is inverted eigenvalue by eigenvalue
  have hinv : ∀ (M : Matrix n n ℂ) (d : n → ℂ), M * U = U * diagonal d → (∀ k, d k ≠ 0) →
      M⁻¹ = U * diagonal (fun k => (d k)⁻¹) * Uᴴ := fun M d hM hd => by
    have h1 : (fun k => d k * (d k)⁻¹) = fun _ => 1 := funext fun k => mul_inv_cancel₀ (hd k)
    apply Matrix.inv_eq_right_inv
    rw [← Matrix.mul_assoc, ← Matrix.mul_assoc, hM, Matrix.mul_assoc U,
      Matrix.diagonal_mul_diagonal, h1, Matrix.diagonal_one, Matrix.mul_one,
      mul_eq_one_comm.mp hU]
  have e : ∀ p q, (H * U) p q = U p q * ε q := fun p q => by rw [hH, Matrix.mul_diagonal]
  have r1 : ((z + E) • (1 : Matrix n n ℂ) - H)⁻¹
      = U * diagonal (fun k => (z + E - (ε k : ℂ))⁻¹) * Uᴴ := hinv _ _ (by
    ext p q
    simp only [Matrix.sub_mul, Matrix.smul_mul, Matrix.one_mul, Matrix.sub_apply,
      Matrix.smul_apply, smul_eq_mul, Matrix.mul_diagonal, e]
    ring) hp
  have r2 : ((z - E) • (1 : Matrix n n ℂ) + H)⁻¹
      = U * diagonal (fun k => (z - E + (ε k : ℂ))⁻¹) * Uᴴ := hinv _ _ (by
    ext p q
    simp only [Matrix.add_mul, Matrix.smul_mul, Matrix.one_mul, Matrix.add_apply,
      Matrix.smul_apply, smul_eq_mul, Matrix.mul_diagonal, e]
    ring) hm
  have h2 := spectral_sum ψ U (a j)ᴴ (a i)ᴴ (fun k => (z - E + (ε k : ℂ))⁻¹)
  rw [Matrix.conjTranspose_conjTranspose] at h2
  rw [greens, r1, r2, spectral_sum, h2]
  simp only [div_eq_inv_mul]
```

## Completeness of the amplitudes

Multiply the Lehmann representation by $z$ and let $|z|\to\infty$. Each fraction $z/(z+E-\varepsilon_k)$ or $z/(z-E+\varepsilon_k)$ tends to 1, so the sum of all weights must equal the limit $\delta_{ij}$.

The formal proof takes a shorter route to the same identity, which needs no Hamiltonian. Since $U$ is square, $U^*U=1$ implies $UU^*=1$, which is the resolution of the identity $\sum_k\varphi_k\varphi_k^*=1$. Inserting it between the operators gives

$$\sum_k\langle\psi,a_i\varphi_k\rangle\overline{\langle\psi,a_j\varphi_k\rangle}+\sum_k\langle\psi,a_j^*\varphi_k\rangle\overline{\langle\psi,a_i^*\varphi_k\rangle}=\langle\psi,(a_ia_j^*+a_j^*a_i)\psi\rangle=\delta_{ij}.$$

For $i=j$ the second sum is the occupation $\langle\psi,a_i^*a_i\psi\rangle$ of mode $i$, and the first is one minus that occupation. In Lean, `h1` and `h2` are the sum over states with all $d_k=1$, and `h` joins the two operator products into the anticommutator.

```lean
/-- Completeness of the Dyson amplitudes: for fermionic operators, a unit vector `ψ` and an
orthonormal basis `φ_k` (the columns of `U`), the addition and removal weights sum to `δ_ij`. -/
theorem dyson_amplitudes_complete {a : ι → Matrix n n ℂ} (ha : MixedCAR a) {U : Matrix n n ℂ}
    (hU : Uᴴ * U = 1) {ψ : n → ℂ} (hψ : star ψ ⬝ᵥ ψ = 1) (i j : ι) :
    ∑ k, braket ψ (a i) (Uᵀ k) * star (braket ψ (a j) (Uᵀ k))
      + ∑ k, braket ψ (a j)ᴴ (Uᵀ k) * star (braket ψ (a i)ᴴ (Uᵀ k))
      = if i = j then 1 else 0 := by
  have hUU : U * Uᴴ = 1 := mul_eq_one_comm.mp hU
  have h1 := spectral_sum ψ U (a i) (a j) (fun _ => 1)
  have h2 := spectral_sum ψ U (a j)ᴴ (a i)ᴴ (fun _ => 1)
  simp only [Matrix.diagonal_one, Matrix.mul_one, hUU, one_mul,
    Matrix.conjTranspose_conjTranspose] at h1 h2
  have h := braket_add_smul ψ ψ (a i * (a j)ᴴ) ((a j)ᴴ * a i) 1
  rw [one_smul, one_mul, ha i j] at h
  rw [← h1, ← h2, ← h]
  split_ifs <;> simp [braket, hψ]
```

## One mode and two modes

The smallest fermionic case has one mode with states $|0\rangle$ and $|1\rangle$, and $H=\varepsilon a^*a$. For $\psi=|0\rangle$ and $E=0$ only the addition term survives, and $G(z)=1/(z-\varepsilon)$. For $\psi=|1\rangle$ and $E=\varepsilon$ only the removal term survives, and it gives the same function. In both cases $zG(z)\to1$; the full weight has moved from addition to removal.

With two modes a sign appears. Numbering the modes 0 and 1, the matrices below give $a_0|11\rangle=|01\rangle$ but $a_1|11\rangle=-|10\rangle$. The minus sign makes the mixed anticommutators of different modes vanish.

```lean
/-- Annihilators of two fermionic modes in the basis `|00⟩, |01⟩, |10⟩, |11⟩`. -/
def twoMode : Fin 2 → Matrix (Fin 4) (Fin 4) ℂ :=
  ![!![0, 0, 1, 0; 0, 0, 0, 1; 0, 0, 0, 0; 0, 0, 0, 0],
    !![0, 1, 0, 0; 0, 0, 0, 0; 0, 0, 0, -1; 0, 0, 0, 0]]
```

The relation is checked entry by entry for all four pairs of modes. The limit and the completeness relation therefore apply to these operators with any unit vector $\psi$, and the limit holds for any $4\times4$ matrix $H$, for instance one with hopping and repulsion between the modes.

```lean
/-- The two-mode annihilators satisfy the anticommutation relation. -/
theorem twoMode_witness : MixedCAR twoMode := by
  intro i j
  ext p q
  simp only [Matrix.add_apply, Matrix.mul_apply, Matrix.conjTranspose_apply, Fin.sum_univ_four]
  fin_cases i <;> fin_cases j <;> fin_cases p <;> fin_cases q <;> simp [twoMode]

end

end LehmannCompleteness
```

```lean
#print axioms LehmannCompleteness.greens_imaginary_axis
#print axioms LehmannCompleteness.lehmann
#print axioms LehmannCompleteness.dyson_amplitudes_complete
```

```
'LehmannCompleteness.greens_imaginary_axis' depends on axioms: [propext, Classical.choice, Quot.sound]
'LehmannCompleteness.lehmann' depends on axioms: [propext, Classical.choice, Quot.sound]
'LehmannCompleteness.dyson_amplitudes_complete' depends on axioms: [propext, Classical.choice, Quot.sound]
```
